# Moment doubling for a Hermitian operator: N applications of H give the Chebyshev moments up to order 2N

Let $H$ be a Hamiltonian whose spectrum has been brought into $[-1,1]$ by a shift and a rescaling. Suppose that its local density of states in a vector $v$, or the survival amplitude $\langle v, e^{-iHt}v\rangle$, is to be computed from a Chebyshev series. The coefficients need the numbers $\mu_k=\langle v,T_k(H)v\rangle$. If each one is taken as an overlap with the starting vector, every new moment costs another application of $H$, usually the expensive operation. After $N$ applications the series stops at order $N$, which limits the energy resolution of the density of states and the time up to which the amplitude is accurate.

The vectors already computed contain more than that. For Hermitian $H$, their overlaps with themselves and with their neighbours supply the moments up to order $2N$. The parts below derive this for a time-independent, everywhere-defined Hermitian operator, which includes every finite Hermitian matrix used in electronic structure or wave-packet propagation.

## Vectors, moments and the inner product

The state space `E` is a complex inner product space of any dimension, and $H$ is a linear map from `E` to itself, written `Module.End ℂ E`. A Hamiltonian defined only on a dense domain of a Hilbert space is not of this type.

```lean
import Mathlib

open Polynomial

namespace ChebyshevMomentDoubling

noncomputable section

variable {E : Type*} [NormedAddCommGroup E] [InnerProductSpace ℂ E]
```

Let $T_k$ be the Chebyshev polynomial of the first kind, fixed by $T_k(\cos\theta)=\cos k\theta$. Put $\varphi_k=T_k(H)v$. In Lean, `aeval H` substitutes the operator for the variable of the polynomial. Mathlib indexes these polynomials by integers, so the natural number $k$ is converted. Despite its name, `chebState` is in general not a normalised state.

```lean
/-- The Chebyshev vector `φ_k = T_k(H) v`. -/
def chebState (H : Module.End ℂ E) (v : E) (k : ℕ) : E :=
  (aeval H (Chebyshev.T ℂ (k : ℤ))) v
```

The moment is $\mu_k=\langle v,\varphi_k\rangle$. It is a Chebyshev moment, not the power moment $\langle v,H^kv\rangle$ that the word often denotes. The inner product is conjugate-linear in its first argument, as in Dirac notation.

```lean
/-- The Chebyshev moment `μ_k = ⟨v, T_k(H) v⟩`. -/
def moment (H : Module.End ℂ E) (v : E) (k : ℕ) : ℂ :=
  inner ℂ v (chebState H v k)
```

Hermiticity enters as `LinearMap.IsSymmetric H`, which says that $\langle Hx,y\rangle=\langle x,Hy\rangle$ for all $x,y$. It is assumed only in the parts that name it. The vector $v$ need not be normalised, and no bound on the spectrum is required. For use in a Chebyshev series, the physical Hamiltonian is first shifted and rescaled to bring its spectrum into $[-1,1]$; that step is not treated here.

## (a) The vector of order zero

Show that the sequence starts at the given vector:
$$\varphi_0=v.$$

Since $T_0=1$, the operator $T_0(H)$ is the identity. Unfolding the definition is enough for `simp`.

```lean
lemma chebState_zero (H : Module.End ℂ E) (v : E) : chebState H v 0 = v := by
  simp [chebState]
```

## (b) The vector of order one

Show that the next vector costs one application of $H$:
$$\varphi_1=Hv.$$

Here $T_1(x)=x$, so $T_1(H)=H$.

```lean
lemma chebState_one (H : Module.End ℂ E) (v : E) : chebState H v 1 = H v := by
  simp [chebState]
```

## (c) The propagation recurrence

Show that each further vector also costs a single application of $H$:
$$\varphi_{k+2}=2H\varphi_{k+1}-\varphi_k.$$

The identity $\cos(k+2)\theta+\cos k\theta=2\cos\theta\cos(k+1)\theta$ gives the polynomial recurrence $T_{k+2}(x)=2x\,T_{k+1}(x)-T_k(x)$. Substituting $H$ for $x$ turns products of polynomials into products of operators. Acting on $v$ gives the claim, for any linear $H$.

In the Lean proof, `hT` is the polynomial recurrence, taken from Mathlib's `Chebyshev.T_add_two`. The last `simp only` carries it through the substitution.

```lean
/-- The propagation recurrence: `φ_(k+2) = 2 H φ_(k+1) - φ_k`. -/
theorem chebState_add_two (H : Module.End ℂ E) (v : E) (k : ℕ) :
    chebState H v (k + 2) =
      (2 : ℂ) • H (chebState H v (k + 1)) - chebState H v k := by
  have hT : Chebyshev.T ℂ ((k : ℤ) + 2) =
      X * Chebyshev.T ℂ ((k : ℤ) + 1) + X * Chebyshev.T ℂ ((k : ℤ) + 1)
        - Chebyshev.T ℂ (k : ℤ) := by
    rw [Chebyshev.T_add_two]
    ring
  simp only [chebState, Nat.cast_add, Nat.cast_ofNat, Nat.cast_one]
  rw [hT]
  simp only [map_sub, map_add, map_mul, aeval_X, LinearMap.sub_apply,
    LinearMap.add_apply, Module.End.mul_apply, two_smul]
```

## (d) Starting from Hv

Show that starting the sequence from $Hv$ has the same effect as applying $H$ at the end:
$$T_k(H)\,Hv=H\,T_k(H)\,v.$$

For $k=0$ both sides are $Hv$, and for $k=1$ both are $H^2v$. Suppose that the claim holds for $k$ and $k+1$. By (c), with $Hv$ as starting vector,
$$T_{k+2}(H)Hv=2H\,T_{k+1}(H)Hv-T_k(H)Hv=H\bigl(2H\varphi_{k+1}-\varphi_k\bigr)=H\varphi_{k+2}.$$

Because the recurrence reaches back two orders, the induction needs two starting cases, and `Nat.twoStepInduction` provides this form.

```lean
/-- `T_k(H)` commutes with `H`. -/
theorem chebState_apply (H : Module.End ℂ E) (v : E) (k : ℕ) :
    chebState H (H v) k = H (chebState H v k) := by
  induction k using Nat.twoStepInduction with
  | zero => rw [chebState_zero, chebState_zero]
  | one => rw [chebState_one, chebState_one]
  | more k ih0 ih1 =>
    rw [chebState_add_two, chebState_add_two, ih1, ih0, map_sub, map_smul]
```

## (e) Moving a Chebyshev polynomial across the inner product

Let $H$ be Hermitian. Show that for all vectors $u,w$
$$\langle T_k(H)u,w\rangle=\langle u,T_k(H)w\rangle.$$

The case $k=0$ is trivial, and $k=1$ is hermiticity. For the step, use (c), then hermiticity, then the induction hypotheses, then (d), and finally (c) again:
$$\begin{aligned}
\langle T_{k+2}(H)u,w\rangle&=2\langle H\,T_{k+1}(H)u,w\rangle-\langle T_k(H)u,w\rangle\\
&=2\langle T_{k+1}(H)u,Hw\rangle-\langle T_k(H)u,w\rangle\\
&=2\langle u,T_{k+1}(H)Hw\rangle-\langle u,T_k(H)w\rangle\\
&=2\langle u,H\,T_{k+1}(H)w\rangle-\langle u,T_k(H)w\rangle\\
&=\langle u,T_{k+2}(H)w\rangle.
\end{aligned}$$

The third line uses the hypothesis for $Hw$ instead of $w$. That is why the Lean induction is stated with `generalizing w`. The factor 2 leaves the first argument as its conjugate, which is again 2.

```lean
/-- For Hermitian `H`, the operator `T_k(H)` can be moved from one side of the inner
product to the other. -/
theorem inner_chebState_left {H : Module.End ℂ E} (hH : LinearMap.IsSymmetric H)
    (u w : E) (k : ℕ) :
    inner ℂ (chebState H u k) w = inner ℂ u (chebState H w k) := by
  induction k using Nat.twoStepInduction generalizing w with
  | zero => rw [chebState_zero, chebState_zero]
  | one => rw [chebState_one, chebState_one, hH u w]
  | more k ih0 ih1 =>
    rw [chebState_add_two, chebState_add_two, inner_sub_left, inner_sub_right,
      inner_smul_left, inner_smul_right, hH _ w, ih1 (H w), ih0 w, chebState_apply]
    simp only [map_ofNat]
```

## (f) Reality of the moments

Let $H$ be Hermitian. Show that
$$\overline{\mu_k}=\mu_k.$$

Conjugation swaps the arguments of an inner product, so $\overline{\mu_k}=\langle\varphi_k,v\rangle$. By (e) with $u=w=v$, this equals $\langle v,\varphi_k\rangle=\mu_k$. In Lean, complex conjugation is `starRingEnd ℂ`, and `inner_conj_symm` performs the swap.

```lean
/-- The Chebyshev moments of a Hermitian operator are real. -/
theorem moment_real {H : Module.End ℂ E} (hH : LinearMap.IsSymmetric H)
    (v : E) (k : ℕ) : starRingEnd ℂ (moment H v k) = moment H v k := by
  rw [moment, inner_conj_symm]
  exact inner_chebState_left hH v v k
```

## (g) An exchange relation for neighbouring overlaps

Let $H$ be Hermitian. Show that for all natural $m,n$
$$\langle\varphi_{m+2},\varphi_{n+1}\rangle+\langle\varphi_m,\varphi_{n+1}\rangle=\langle\varphi_{m+1},\varphi_{n+2}\rangle+\langle\varphi_{m+1},\varphi_n\rangle.$$

By (c), $\varphi_{m+2}+\varphi_m=2H\varphi_{m+1}$, so the left side is $2\langle H\varphi_{m+1},\varphi_{n+1}\rangle$. In the same way the right side is $2\langle\varphi_{m+1},H\varphi_{n+1}\rangle$. Hermiticity makes them equal; in the proof this equality is `h`. The exchange is one of indices and has nothing to do with particle exchange.

```lean
/-- Exchange relation between neighbouring overlaps of Chebyshev vectors, for
Hermitian `H`. -/
lemma overlap_exchange {H : Module.End ℂ E} (hH : LinearMap.IsSymmetric H)
    (v : E) (m n : ℕ) :
    inner ℂ (chebState H v (m + 2)) (chebState H v (n + 1))
        + inner ℂ (chebState H v m) (chebState H v (n + 1)) =
      inner ℂ (chebState H v (m + 1)) (chebState H v (n + 2))
        + inner ℂ (chebState H v (m + 1)) (chebState H v n) := by
  have h := hH (chebState H v (m + 1)) (chebState H v (n + 1))
  rw [chebState_add_two H v m, chebState_add_two H v n, inner_sub_left,
    inner_sub_right, inner_smul_left, inner_smul_right, h]
  simp only [map_ofNat]
  ring
```

## (h) Every overlap is a mean of two moments

Let $H$ be Hermitian. Show that for all natural $k,d$
$$2\langle\varphi_k,\varphi_{k+d}\rangle=\mu_{2k+d}+\mu_d.$$

Use two-step induction on $k$, with the statement for all $d$ at once.

For $k=0$ both sides are $2\mu_d$. For $k=1$, hermiticity and (c) give
$$2\langle Hv,\varphi_{d+1}\rangle=\langle v,2H\varphi_{d+1}\rangle=\langle v,\varphi_{d+2}+\varphi_d\rangle=\mu_{d+2}+\mu_d.$$

For the step, set $m=k$ and $n=k+1+d$ in (g) and solve for the new overlap:
$$\langle\varphi_{k+2},\varphi_{k+2+d}\rangle=\langle\varphi_{k+1},\varphi_{k+d+3}\rangle+\langle\varphi_{k+1},\varphi_{k+1+d}\rangle-\langle\varphi_k,\varphi_{k+d+2}\rangle.$$
The induction hypotheses apply to all three terms on the right. Twice the right side is therefore
$$(\mu_{2k+d+4}+\mu_{d+2})+(\mu_{2k+d+2}+\mu_d)-(\mu_{2k+d+2}+\mu_{d+2})=\mu_{2(k+2)+d}+\mu_d.$$

In the Lean proof `hs` is the exchange relation, and `h1`, `h2`, `h3` are the three known overlaps in the order above. The `rw [show …]` lines bring the indices into matching form, and `linear_combination` adds the equations with the signs of the hand calculation.

```lean
/-- For Hermitian `H`, the overlap of any two Chebyshev vectors is the mean of two
moments: `2⟨φ_k, φ_(k+d)⟩ = μ_(2k+d) + μ_d`. -/
theorem two_mul_overlap {H : Module.End ℂ E} (hH : LinearMap.IsSymmetric H)
    (v : E) (k d : ℕ) :
    2 * inner ℂ (chebState H v k) (chebState H v (k + d)) =
      moment H v (2 * k + d) + moment H v d := by
  induction k using Nat.twoStepInduction generalizing d with
  | zero =>
    rw [chebState_zero, mul_zero, zero_add, moment]
    ring
  | one =>
    have h : moment H v (d + 2) =
        2 * inner ℂ v (H (chebState H v (d + 1))) - moment H v d := by
      simp only [moment, chebState_add_two, inner_sub_right, inner_smul_right]
    rw [show 2 * 1 + d = d + 2 by omega, show 1 + d = d + 1 by omega, h,
      chebState_one, hH v _]
    ring
  | more k ih0 ih1 =>
    -- express the new overlap through three overlaps already known
    have hs := overlap_exchange hH v k (k + 1 + d)
    have h1 := ih1 (d + 2)
    have h2 := ih1 d
    have h3 := ih0 (d + 2)
    rw [show k + 1 + (d + 2) = k + 1 + d + 2 by omega,
      show 2 * (k + 1) + (d + 2) = 2 * (k + 2) + d by omega] at h1
    rw [show k + (d + 2) = k + 1 + d + 1 by omega,
      show 2 * k + (d + 2) = 2 * (k + 1) + d by omega] at h3
    rw [show k + 2 + d = k + 1 + d + 1 by omega]
    linear_combination 2 * hs + h1 + h2 - h3
```

## (i) Moment doubling

Let $H$ be Hermitian. Show that for every natural $k$
$$\mu_{2k}=2\langle\varphi_k,\varphi_k\rangle-\mu_0,\qquad \mu_{2k+1}=2\langle\varphi_{k+1},\varphi_k\rangle-\mu_1.$$

The first identity is (h) with $d=0$. With $d=1$, (h) gives $2\langle\varphi_k,\varphi_{k+1}\rangle=\mu_{2k+1}+\mu_1$, with the two vectors in the opposite order. Conjugating both sides swaps them, and by (f) the moments stay as they are. The Lean proof applies conjugation to the whole equation with `congrArg`.

The vectors $\varphi_0,\dots,\varphi_N$ cost $N$ applications of $H$. The first identity then reaches $\mu_{2N}$ and, for $N\ge1$, the second reaches $\mu_{2N-1}$. Each vector is overlapped only with itself and its neighbours, so the earlier ones need not be stored.

A one-dimensional state space shows what the identities amount to. Take $E=\mathbb C$, $v=1$ and let $H$ be multiplication by $\cos\theta$ with $\theta$ real. Then $\varphi_k=\mu_k=\cos k\theta$, and the two identities become
$$\cos2k\theta=2\cos^2k\theta-1,\qquad \cos(2k+1)\theta=2\cos(k+1)\theta\,\cos k\theta-\cos\theta.$$

```lean
/-- Moment doubling: for Hermitian `H` and every `k`, `μ_(2k) = 2⟨φ_k, φ_k⟩ - μ_0` and
`μ_(2k+1) = 2⟨φ_(k+1), φ_k⟩ - μ_1`. -/
theorem moment_doubling {H : Module.End ℂ E} (hH : LinearMap.IsSymmetric H)
    (v : E) (k : ℕ) :
    moment H v (2 * k) =
        2 * inner ℂ (chebState H v k) (chebState H v k) - moment H v 0 ∧
      moment H v (2 * k + 1) =
        2 * inner ℂ (chebState H v (k + 1)) (chebState H v k) - moment H v 1 := by
  constructor
  · have h := two_mul_overlap hH v k 0
    simp only [add_zero] at h
    linear_combination -h
  · -- conjugation swaps the two vectors and leaves the real moments alone
    have h := congrArg (starRingEnd ℂ) (two_mul_overlap hH v k 1)
    rw [map_mul, map_add, inner_conj_symm, moment_real hH, moment_real hH,
      map_ofNat] at h
    linear_combination -h
```

## (j) Norms from even moments

Let $H$ be Hermitian. Show that
$$2\|\varphi_k\|^2=\operatorname{Re}\mu_{2k}+\|v\|^2.$$

Take the real part of the first identity in (i), with $\langle\varphi_k,\varphi_k\rangle=\|\varphi_k\|^2$ and $\mu_0=\langle v,v\rangle=\|v\|^2$. The real part is written because `moment` is complex-valued in Lean; by (f) nothing is lost. For a normalised $v$ the result reads $\|\varphi_k\|^2=(1+\mu_{2k})/2$.

In the proof, `hk` and `h0` identify the two inner products with squared norms, and `linarith` combines them with the real part of the doubling identity.

```lean
/-- For Hermitian `H`, the even moments give the norms of the Chebyshev vectors:
`2‖φ_k‖² = Re μ_(2k) + ‖v‖²`. -/
theorem two_mul_norm_sq {H : Module.End ℂ E} (hH : LinearMap.IsSymmetric H)
    (v : E) (k : ℕ) :
    2 * ‖chebState H v k‖ ^ 2 = (moment H v (2 * k)).re + ‖v‖ ^ 2 := by
  have h := congrArg Complex.re (moment_doubling hH v k).1
  have hk : (inner ℂ (chebState H v k) (chebState H v k)).re =
      ‖chebState H v k‖ ^ 2 := inner_self_eq_norm_sq (𝕜 := ℂ) _
  have h0 : (moment H v 0).re = ‖v‖ ^ 2 := by
    rw [moment, chebState_zero]
    exact inner_self_eq_norm_sq (𝕜 := ℂ) v
  simp only [Complex.sub_re, Complex.mul_re, Complex.re_ofNat, Complex.im_ofNat,
    zero_mul, sub_zero] at h
  linarith
```

## (k) A non-Hermitian operator that breaks the even identity

On $E=\mathbb C$ let $H$ be multiplication by $i$, and let $v=1$. Show that
$$\mu_2\neq2\langle\varphi_1,\varphi_1\rangle-\mu_0.$$

Here $\varphi_0=1$ and $\varphi_1=i$, and (c) gives $\varphi_2=2i\cdot i-1=-3$. The left side is therefore $\mu_2=-3$. The right side is $2|i|^2-1=1$.

This operator is unitary, so even unitarity is not enough for the even identity. A Hamiltonian with a complex absorbing potential is likewise non-Hermitian, and (i) does not apply to it.

The Lean proof assumes equality, computes $\varphi_2$ from the recurrence as `h2`, and compares real parts, where `norm_num` finds the contradiction.

```lean
/-- The even doubling identity fails at `k = 1` for the non-Hermitian operator
"multiplication by `i`" on `ℂ`, with `v = 1`. -/
theorem doubling_fails_without_hermiticity :
    moment (Complex.I • (1 : Module.End ℂ ℂ)) 1 2 ≠
      2 * inner ℂ (chebState (Complex.I • (1 : Module.End ℂ ℂ)) 1 1)
          (chebState (Complex.I • (1 : Module.End ℂ ℂ)) 1 1)
        - moment (Complex.I • (1 : Module.End ℂ ℂ)) 1 0 := by
  intro h
  have h2 := chebState_add_two (Complex.I • (1 : Module.End ℂ ℂ)) 1 0
  rw [zero_add, zero_add, chebState_one, chebState_zero] at h2
  simp only [moment, h2, chebState_one, chebState_zero] at h
  -- the real parts of the two sides are -3 and 1
  have hre := congrArg Complex.re h
  norm_num [RCLike.inner_apply, LinearMap.smul_apply, Module.End.one_apply] at hre

end

end ChebyshevMomentDoubling
```

```lean
#print axioms ChebyshevMomentDoubling.two_mul_norm_sq
-- 'ChebyshevMomentDoubling.two_mul_norm_sq' depends on axioms: [propext, Classical.choice, Quot.sound]
#print axioms ChebyshevMomentDoubling.doubling_fails_without_hermiticity
-- 'ChebyshevMomentDoubling.doubling_fails_without_hermiticity' depends on axioms: [propext, Classical.choice, Quot.sound]
```
